# Residual divided by gap bounds the overlap with separated eigenvectors of a Hermitian matrix

An iterative eigensolver in an electronic-structure code is often stopped when its residual is small, but a small residual alone does not show that the computed orbitals are the wanted ones. Take two levels with energies $0$ and $\varepsilon>0$, and suppose the solver returns the equal mixture $v=(1,1)^T/\sqrt2$ with energy $\varepsilon/2$. The residual $Hv-(\varepsilon/2)v$ has norm $\varepsilon/2$, as small as we like, while half of the weight of $v$ lies in the upper state. What is missing is a comparison of the residual with the distance from the trial energies to the unwanted levels.

## The bound and its derivation

Let $H$ be an $n\times n$ Hermitian matrix, the Hamiltonian in a finite orthonormal basis. The $p$ orthonormal columns of $W$ are eigenvectors we do not want, with $HW=WL$ and $L=\mathrm{diag}(l_1,\dots,l_p)$ real. The $k$ columns of $V$ are the trial orbitals, and $M$ is a $k\times k$ Hermitian matrix with eigenvalues $\mu_j$. After a subspace rotation (Rayleigh–Ritz step) with orthonormal $V$ one has $M=V^*HV$, but the bound needs neither property. Put
$$R=HV-VM,\qquad \|A\|^2=\sum_{i,j}|A_{ij}|^2=\mathrm{tr}(A^*A).$$
If $|l_i-\mu_j|\ge g>0$ for all $i,j$, then
$$\|W^*V\|\le \|R\|/g .$$
For orthonormal $V$, $\|W^*V\|^2$ is the total weight of the trial orbitals in the unwanted states.

**Projecting does not enlarge the residual.** Let $S=R-WW^*R$. Since $W^*W=1$,
$$S^*S=R^*R-2R^*WW^*R+R^*WW^*WW^*R=R^*R-(W^*R)^*(W^*R).$$
Taking traces gives $\|R\|^2=\|W^*R\|^2+\|S\|^2$, so $\|W^*R\|\le\|R\|$.

**The projected residual contains only the overlap.** The adjoint of $HW=WL$ is $W^*H=LW^*$. With $X=W^*V$,
$$W^*R=W^*HV-W^*VM=LX-XM.$$

**The gap enters entry by entry.** Choose a unitary $U$ with $MU=UD$ and $D=\mathrm{diag}(\mu_j)$, and set $Y=XU$. Then $(LX-XM)U=LY-YD$, whose entries are $(l_i-\mu_j)Y_{ij}$. A unitary on the right preserves the norm, because $\mathrm{tr}(U^*A^*AU)=\mathrm{tr}(A^*AUU^*)=\mathrm{tr}(A^*A)$. Hence
$$\|LX-XM\|^2=\sum_{i,j}|l_i-\mu_j|^2|Y_{ij}|^2\ge g^2\|Y\|^2=g^2\|X\|^2.$$

Together these give $g\|X\|\le\|W^*R\|\le\|R\|$, which is the claim.

**Error of the subspace.** Let the columns of $P$ span the wanted states, with $WW^*+PP^*=1$. Then $V-PP^*V=WW^*V$. Since $\|WA\|^2=\mathrm{tr}(A^*W^*WA)=\|A\|^2$, this error has norm $\|W^*V\|$ and obeys the same bound.

**A case of equality.** If $HW=aW$, $M=b\,1$ with $a\ne b$, and $V=WC$, then $R=(a-b)WC$ and $W^*V=C$. Both sides of the bound equal $\|C\|$ when $g=|a-b|$. Any $C\neq0$ therefore rules out a constant smaller than one in front of $\|R\|/g$. This $M$ is not the result of a Rayleigh–Ritz step: for orthonormal $V=WC$ that step would give $V^*HV=a\,1$.

**A neighbouring perturbation bound.** Suppose $V$ satisfies $(H+E)V=VM$ exactly for a perturbed Hamiltonian $H+E$. Then $R=-EV$, and the same argument gives $\|W^*V\|\le\|EV\|/g$. This corollary has no Lean statement below.

## The Frobenius norm as an explicit sum

In the code `n`, `p`, `k` and `q` are finite index types, not numbers, and `ᴴ` is the conjugate transpose written $^*$ above.

```lean
import Mathlib

open Matrix

namespace SubspaceResidualBound

noncomputable section
```

The norm is defined directly from the entries, first squared and then with the square root.

```lean
/-- The squared Frobenius norm: the sum of the squared moduli of all entries. -/
def frobSq {m n : Type*} [Fintype m] [Fintype n] (A : Matrix m n ℂ) : ℝ :=
  ∑ i, ∑ j, ‖A i j‖ ^ 2

/-- The Frobenius norm of a complex rectangular matrix. -/
def frob {m n : Type*} [Fintype m] [Fintype n] (A : Matrix m n ℂ) : ℝ :=
  Real.sqrt (frobSq A)
```

The trace formula lets later proofs use matrix algebra instead of double sums. The trace of $A^*A$ sums over columns first, so the proof exchanges the two sums and then uses $\bar z z=|z|^2$ for each entry.

```lean
/-- The squared Frobenius norm of `A` is the trace of `Aᴴ A`. -/
theorem frobSq_eq_trace {m n : Type*} [Fintype m] [Fintype n] (A : Matrix m n ℂ) :
    ((frobSq A : ℝ) : ℂ) = (Aᴴ * A).trace := by
  simp only [frobSq, Matrix.trace, Matrix.diag_apply, Matrix.mul_apply,
    Matrix.conjTranspose_apply]
  push_cast
  rw [Finset.sum_comm]
  exact Finset.sum_congr rfl fun j _ => Finset.sum_congr rfl fun i _ =>
    (Complex.conj_mul' (A i j)).symm
```

The two invariance lemmas are the trace computations above. The first uses $W^*W=1$; the second moves $U^*$ around the trace and uses $UU^*=1$. Both compare real numbers by comparing their images in $\mathbb C$, where the traces live.

```lean
variable {n p k q : Type*} [Fintype n] [Fintype p] [Fintype k] [Fintype q]

/-- Multiplying from the left by a matrix with orthonormal columns keeps the Frobenius norm. -/
theorem frobSq_isometry_mul [DecidableEq p]
    {W : Matrix n p ℂ} (hW : Wᴴ * W = 1) (A : Matrix p k ℂ) :
    frobSq (W * A) = frobSq A := by
  apply Complex.ofReal_injective
  rw [frobSq_eq_trace, frobSq_eq_trace, Matrix.conjTranspose_mul, Matrix.mul_assoc,
    ← Matrix.mul_assoc Wᴴ, hW, Matrix.one_mul]

/-- A unitary change of basis among the columns keeps the Frobenius norm. -/
theorem frobSq_mul_unitary [DecidableEq k]
    {U : Matrix k k ℂ} (hU : U * Uᴴ = 1) (A : Matrix p k ℂ) :
    frobSq (A * U) = frobSq A := by
  apply Complex.ofReal_injective
  rw [frobSq_eq_trace, frobSq_eq_trace, Matrix.conjTranspose_mul, Matrix.mul_assoc,
    Matrix.trace_mul_comm, Matrix.mul_assoc, Matrix.mul_assoc, hU, Matrix.mul_one]
```

## Splitting and projecting the residual

In the Pythagorean identity, `hk` is the cancellation $W^*WW^*R=W^*R$, and `h` is the formula for $S^*S$. The trace then turns it into a statement about norms.

```lean
/-- Pythagoras for a block of vectors `R`: its squared norm is that of its components along
the orthonormal columns of `W` plus that of the remainder. -/
theorem frobSq_pythagoras [DecidableEq p]
    {W : Matrix n p ℂ} (hW : Wᴴ * W = 1) (R : Matrix n k ℂ) :
    frobSq R = frobSq (Wᴴ * R) + frobSq (R - W * (Wᴴ * R)) := by
  have hk : Wᴴ * (W * (Wᴴ * R)) = Wᴴ * R := by
    rw [← Matrix.mul_assoc, hW, Matrix.one_mul]
  have h : (R - W * (Wᴴ * R))ᴴ * (R - W * (Wᴴ * R))
      = Rᴴ * R - (Wᴴ * R)ᴴ * (Wᴴ * R) := by
    simp only [Matrix.conjTranspose_sub, Matrix.conjTranspose_mul,
      Matrix.conjTranspose_conjTranspose, Matrix.sub_mul, Matrix.mul_sub,
      Matrix.mul_assoc, hk]
    abel
  apply Complex.ofReal_injective
  rw [Complex.ofReal_add, frobSq_eq_trace, frobSq_eq_trace, frobSq_eq_trace, h,
    Matrix.trace_sub]
  ring
```

The next lemma is $W^*R=LX-XM$ for a given $M$; if $M$ is computed as $V^*HV$, it depends on $V$ as well. The proof takes the adjoint of the eigenvalue equation; `hl` records that the real $l_i$ are unchanged by conjugation, and `hH.eq` replaces $H^*$ by $H$.

```lean
/-- For Hermitian `H` and eigenvectors `W` with real eigenvalues `l`, the residual projected
on `W` depends on `V` only through the overlap `Wᴴ V`. -/
theorem projected_residual [DecidableEq p]
    {H : Matrix n n ℂ} (hH : H.IsHermitian) {W : Matrix n p ℂ}
    {l : p → ℝ} (hHW : H * W = W * diagonal (fun i => (l i : ℂ)))
    (V : Matrix n k ℂ) (M : Matrix k k ℂ) :
    Wᴴ * (H * V - V * M) = diagonal (fun i => (l i : ℂ)) * (Wᴴ * V) - Wᴴ * V * M := by
  -- the adjoint of the eigenvalue equation
  have h := congrArg Matrix.conjTranspose hHW
  have hl : star (fun i => (l i : ℂ)) = fun i => (l i : ℂ) :=
    funext fun i => Complex.conj_ofReal (l i)
  rw [Matrix.conjTranspose_mul, Matrix.conjTranspose_mul, hH.eq,
    Matrix.diagonal_conjTranspose, hl] at h
  rw [Matrix.mul_sub, ← Matrix.mul_assoc Wᴴ H V, h, Matrix.mul_assoc, Matrix.mul_assoc]
```

## The gap estimate in the eigenbasis of $M$

Here `hM.eigenvalues` is Mathlib's real eigenvalue function for a Hermitian matrix, with multiplicities. The hypothesis `hsep` requires every $l_i$ to be at least `g` from every $\mu_j$. The two sets may interleave: no ordering is required. This `g` separates eigenvalues of $H$ from those of $M$, so it is not in general the gap between occupied and empty levels of $H$.

The proof obtains $U$ from Mathlib's eigenvector basis and checks $MU=UD$ column by column. Then `key` is the rotated equation $(LX-XM)U=LY-YD$, and `e` identifies its entries as $(l_i-\mu_j)Y_{ij}$. The inequality is proved for each term of the double sum.

```lean
/-- If the real numbers `l` keep a distance of at least `g > 0` from the eigenvalues of the
Hermitian matrix `M`, then the Frobenius norm of `diag(l) X - X M` is at least `g` times that of `X`
(stated here for the squared norms). -/
theorem gap_estimate [DecidableEq p] [DecidableEq k]
    {M : Matrix k k ℂ} (hM : M.IsHermitian) {l : p → ℝ} {g : ℝ}
    (hg : 0 < g) (hsep : ∀ i j, g ≤ |l i - hM.eigenvalues j|) (X : Matrix p k ℂ) :
    g ^ 2 * frobSq X ≤ frobSq (diagonal (fun i => (l i : ℂ)) * X - X * M) := by
  -- diagonalise `M`
  obtain ⟨U, hU, hMU⟩ : ∃ U : Matrix k k ℂ, U * Uᴴ = 1 ∧
      M * U = U * diagonal (fun j => (hM.eigenvalues j : ℂ)) := by
    refine ⟨hM.eigenvectorUnitary,
      Matrix.mem_unitaryGroup_iff.mp hM.eigenvectorUnitary.2, ?_⟩
    apply Matrix.ext
    intro i j
    have h := congrFun (hM.mulVec_eigenvectorBasis j) i
    rw [Matrix.mul_diagonal]
    simp only [Matrix.mul_apply, Matrix.IsHermitian.eigenvectorUnitary_apply]
    simpa [Matrix.mulVec, dotProduct, mul_comm] using h
  have key : (diagonal (fun i => (l i : ℂ)) * X - X * M) * U
      = diagonal (fun i => (l i : ℂ)) * (X * U)
        - (X * U) * diagonal (fun j => (hM.eigenvalues j : ℂ)) := by
    simp only [Matrix.sub_mul, Matrix.mul_assoc, hMU]
  rw [← frobSq_mul_unitary hU X, ← frobSq_mul_unitary hU (_ - _), key]
  -- every entry is now multiplied by a difference of eigenvalues
  simp only [frobSq, Finset.mul_sum]
  refine Finset.sum_le_sum fun i _ => Finset.sum_le_sum fun j _ => ?_
  have e : (diagonal (fun i => (l i : ℂ)) * (X * U)
      - (X * U) * diagonal (fun j => (hM.eigenvalues j : ℂ))) i j
      = ((l i - hM.eigenvalues j : ℝ) : ℂ) * (X * U) i j := by
    rw [Matrix.sub_apply, Matrix.diagonal_mul, Matrix.mul_diagonal]
    push_cast
    ring
  rw [e, norm_mul, Complex.norm_real, Real.norm_eq_abs, mul_pow]
  have := hsep i j
  gcongr
```

## The residual bound

The theorem says: for Hermitian `H` and `M`, orthonormal eigenvectors `W` of `H` with real eigenvalues `l`, and separation at least `g > 0`, every block `V` satisfies the bound. There is no condition on `V`, and `M` need not be computed from it.

For a fixed finite Hamiltonian matrix in an orthonormal basis, this converts an eigensolver's residual into a limit on contamination by unwanted orbitals. The separation is assumed, and in practice it requires information about levels that the solver may not have computed. The step from the matrix `H` to the continuum Hamiltonian that it represents lies beyond these hypotheses: basis-set error does not appear in $R$.

In the proof, `h1` is the gap estimate applied to $W^*V$, rewritten in terms of the projected residual. `h2` and `h3` supply Pythagoras and the nonnegative remainder. Taking square roots gives `h4`, and division by `g` finishes.

```lean
/-- Residual bound: let `H` and `M` be Hermitian and let `W` hold orthonormal eigenvectors of `H`
whose eigenvalues are at least `g > 0` away from those of `M`. Then the overlap of `W` with any
block `V` is at most the residual `H V - V M` divided by `g`, in Frobenius norm. -/
theorem overlap_le_residual_div_gap [DecidableEq p] [DecidableEq k]
    {H : Matrix n n ℂ} (hH : H.IsHermitian)
    {M : Matrix k k ℂ} (hM : M.IsHermitian) {W : Matrix n p ℂ} (hW : Wᴴ * W = 1)
    {l : p → ℝ} (hHW : H * W = W * diagonal (fun i => (l i : ℂ))) {g : ℝ} (hg : 0 < g)
    (hsep : ∀ i j, g ≤ |l i - hM.eigenvalues j|) (V : Matrix n k ℂ) :
    frob (Wᴴ * V) ≤ frob (H * V - V * M) / g := by
  have h1 := gap_estimate hM hg hsep (Wᴴ * V)
  rw [← projected_residual hH hHW V M] at h1
  have h2 := frobSq_pythagoras hW (H * V - V * M)
  have h3 : 0 ≤ frobSq (H * V - V * M - W * (Wᴴ * (H * V - V * M))) := by
    unfold frobSq
    positivity
  have h4 : Real.sqrt (g ^ 2 * frobSq (Wᴴ * V)) ≤ Real.sqrt (frobSq (H * V - V * M)) :=
    Real.sqrt_le_sqrt (by linarith)
  rw [Real.sqrt_mul (sq_nonneg g), Real.sqrt_sq hg.le] at h4
  rw [le_div_iff₀ hg, mul_comm]
  exact h4
```

## The error of a computed subspace

The extra hypothesis `hP` is $WW^*+PP^*=1$. The letter `P` denotes the matrix of wanted vectors; the projector is $PP^*$. Now `W` must contain a full set of unwanted eigenvectors, so the separation has to hold for all of them. The theorem allows any $V$, but the norm of $V-PP^*V$ measures the error of a subspace only when $V$ has orthonormal columns. It then tells how far the trial space is from lying inside the wanted space. If $V$ has fewer columns than there are wanted states, a small error does not mean that all of them have been found.

Multiplying `hP` by $V$ gives $V-PP^*V=WW^*V$. The isometry lemma removes the leading $W$, and the previous theorem applies.

```lean
/-- Error of a computed subspace: let `H` and `M` be Hermitian, let `W` hold orthonormal
eigenvectors of `H` whose eigenvalues are at least `g > 0` away from those of `M`, and let
`W Wᴴ + P Pᴴ = 1`. Then the Frobenius norm of `V - P Pᴴ V` is at most that of the residual
`H V - V M` divided by `g`. -/
theorem subspace_error_le [DecidableEq n] [DecidableEq p] [DecidableEq k]
    {H : Matrix n n ℂ} (hH : H.IsHermitian)
    {M : Matrix k k ℂ} (hM : M.IsHermitian) {W : Matrix n p ℂ} (hW : Wᴴ * W = 1)
    {P : Matrix n q ℂ} (hP : W * Wᴴ + P * Pᴴ = 1)
    {l : p → ℝ} (hHW : H * W = W * diagonal (fun i => (l i : ℂ))) {g : ℝ} (hg : 0 < g)
    (hsep : ∀ i j, g ≤ |l i - hM.eigenvalues j|) (V : Matrix n k ℂ) :
    frob (V - P * (Pᴴ * V)) ≤ frob (H * V - V * M) / g := by
  have h : V - P * (Pᴴ * V) = W * (Wᴴ * V) := by
    have h1 := congrArg (fun A => A * V) hP
    simp only [Matrix.add_mul, Matrix.one_mul, Matrix.mul_assoc] at h1
    exact sub_eq_of_eq_add h1.symm
  have h2 : frob (V - P * (Pᴴ * V)) = frob (Wᴴ * V) := by
    unfold frob
    rw [h, frobSq_isometry_mul hW]
  rw [h2]
  exact overlap_le_residual_div_gap hH hM hW hHW hg hsep V
```

## Equality for a degenerate level

The sharpness theorem states the equality for any coefficient matrix `C`. In its proof `hR` computes the residual as $W\,((a-b)C)$, and `hs` takes the scalar out of the squared norm. The condition $a\ne b$ allows the division by $|a-b|$.

```lean
/-- Sharpness: if the orthonormal columns of `W` all belong to one eigenvalue `a` of `H`, and
`M = b 1` with `b ≠ a`, then every block `V = W C` gives equality with gap `|a - b|`. -/
theorem residual_bound_sharp [DecidableEq p] [DecidableEq k]
    {H : Matrix n n ℂ} {W : Matrix n p ℂ} (hW : Wᴴ * W = 1)
    {a b : ℝ} (hab : a ≠ b) (hHW : H * W = (a : ℂ) • W) (C : Matrix p k ℂ) :
    frob (Wᴴ * (W * C))
      = frob (H * (W * C) - W * C * ((b : ℂ) • (1 : Matrix k k ℂ))) / |a - b| := by
  have hR : H * (W * C) - W * C * ((b : ℂ) • (1 : Matrix k k ℂ))
      = W * (((a - b : ℝ) : ℂ) • C) := by
    rw [← Matrix.mul_assoc, hHW]
    simp only [Matrix.smul_mul, Matrix.mul_smul, Matrix.mul_one]
    push_cast
    module
  have hs : frobSq (((a - b : ℝ) : ℂ) • C) = (a - b) ^ 2 * frobSq C := by
    simp only [frobSq, Matrix.smul_apply, smul_eq_mul, norm_mul, mul_pow,
      Complex.norm_real, Real.norm_eq_abs, sq_abs, Finset.mul_sum]
  rw [hR, ← Matrix.mul_assoc, hW, Matrix.one_mul,
    eq_div_iff (abs_pos.mpr (sub_ne_zero.mpr hab)).ne']
  unfold frob
  rw [frobSq_isometry_mul hW, hs, Real.sqrt_mul (sq_nonneg _), Real.sqrt_sq_eq_abs, mul_comm]
```

## A two-level instance

The last theorem checks the hypotheses for a concrete matrix with eigenvector $(3/5,4/5)^T$ and eigenvalue $25$, together with the $1\times1$ matrix $M=9$. The sole eigenvalue of $M$ is found from its trace, so the separation is $16$.

With the trial vector $V=(1,0)^T$, whose energy expectation value is $9$, the residual is $(0,12)^T$. The bound is $12/16=3/4$, and the actual overlap is $3/5$.

```lean
/-- An explicit two-level instance of the hypotheses of the residual bound, with eigenvalue `25`,
the one by one matrix `M = 9` and gap `16`. -/
theorem overlap_le_residual_div_gap_witness :
    (!![9, 12; 12, 16] : Matrix (Fin 2) (Fin 2) ℂ).IsHermitian ∧
    (!![3/5; 4/5] : Matrix (Fin 2) (Fin 1) ℂ)ᴴ
      * (!![3/5; 4/5] : Matrix (Fin 2) (Fin 1) ℂ) = 1 ∧
    (!![9, 12; 12, 16] : Matrix (Fin 2) (Fin 2) ℂ) * (!![3/5; 4/5] : Matrix (Fin 2) (Fin 1) ℂ)
      = (!![3/5; 4/5] : Matrix (Fin 2) (Fin 1) ℂ) * diagonal (fun _ : Fin 1 => ((25 : ℝ) : ℂ)) ∧
    ∃ hM : (!![9] : Matrix (Fin 1) (Fin 1) ℂ).IsHermitian,
      ∀ j, (16 : ℝ) ≤ |25 - hM.eigenvalues j| := by
  have hM : (!![9] : Matrix (Fin 1) (Fin 1) ℂ).IsHermitian := by
    apply Matrix.ext
    intro i j
    fin_cases i
    fin_cases j
    simp [Matrix.conjTranspose_apply]
  refine ⟨?_, ?_, ?_, hM, fun j => ?_⟩
  · apply Matrix.ext
    intro i j
    fin_cases i <;> fin_cases j <;> simp [Matrix.conjTranspose_apply]
  · -- the entries of the eigenvector are real
    have h3 : star (3 / 5 : ℂ) = 3 / 5 := by
      have h := Complex.conj_ofReal (3 / 5)
      push_cast at h
      exact h
    have h4 : star (4 / 5 : ℂ) = 4 / 5 := by
      have h := Complex.conj_ofReal (4 / 5)
      push_cast at h
      exact h
    have hT : (!![3/5; 4/5] : Matrix (Fin 2) (Fin 1) ℂ)ᴴ = !![3/5, 4/5] := by
      apply Matrix.ext
      intro i j
      fin_cases i
      fin_cases j
      · exact h3
      · exact h4
    rw [hT]
    apply Matrix.ext
    intro i j
    fin_cases i
    fin_cases j
    norm_num [Matrix.mul_apply, Fin.sum_univ_succ]
  · apply Matrix.ext
    intro i j
    refine Eq.trans ?_ (Matrix.mul_diagonal ..).symm
    fin_cases i <;> fin_cases j <;>
      simp [Matrix.mul_apply, Fin.sum_univ_succ] <;> norm_num
  · -- the single eigenvalue of `M` is its trace
    have h := hM.trace_eq_sum_eigenvalues
    have h9 : ((9 : ℝ) : ℂ) = ((hM.eigenvalues 0 : ℝ) : ℂ) := by
      simpa [Matrix.trace] using h
    rw [Subsingleton.elim j 0, ← Complex.ofReal_injective h9]
    norm_num

end

end SubspaceResidualBound
```

```lean
#print axioms SubspaceResidualBound.overlap_le_residual_div_gap
-- 'SubspaceResidualBound.overlap_le_residual_div_gap' depends on axioms: [propext, Classical.choice, Quot.sound]
#print axioms SubspaceResidualBound.subspace_error_le
-- 'SubspaceResidualBound.subspace_error_le' depends on axioms: [propext, Classical.choice, Quot.sound]
#print axioms SubspaceResidualBound.residual_bound_sharp
-- 'SubspaceResidualBound.residual_bound_sharp' depends on axioms: [propext, Classical.choice, Quot.sound]
```
